# Matching the exchange response of a cosine density wave to $1+\tfrac59h^2+\tfrac{73}{225}h^4$ fixes two gradient coefficients

## Setting the coefficients of a semilocal functional

When a semilocal exchange functional is built to recover the slowly varying limit, the coefficients of its gradient terms must be given numerical values. Two of them can be read off from the energy of a weakly modulated uniform gas, provided that the response of that gas is known.

Take the density $n(x)=n_0(1+e\cos Qx)$ with $n_0,Q>0$ and $|e|<1$, so that $n$ stays positive. In atomic units and without spin polarisation, the local Fermi wave vector is $K=(3\pi^2n)^{1/3}$, with value $K_0$ at $n_0$. The reduced gradient and Laplacian are

$$p=\frac{n'^2}{4K^2n^2},\qquad q=\frac{n''}{4K^2n}.$$

Let $E(e)$ be the average over one period of the exchange energy density, taken in the gradient-expanded form with constants $\mu,a,b,c$

$$-\frac{3K}{4\pi}\,n\,(1+\mu p+aq^2+bpq+cp^2),$$

and let $h=Q/2K_0$. Then

$$E''(0)=-\frac{\pi n_0^2}{2K_0^2}\Bigl(1+\frac{9\mu}{2}h^2+\frac{9a}{2}h^4\Bigr).$$

The bracket is to be matched to $1+\tfrac59h^2+\tfrac{73}{225}h^4$. This polynomial is the long-wavelength expansion, through fourth order in $Q$, of the static exchange kernel of the uniform electron gas (the second functional derivative of the exchange energy with respect to the density), divided by its value at zero wave vector. The comparison is possible because the kernel at wave vector $Q$ equals $2E''(0)/n_0^2$. The coefficients $5/9$ and $73/225$ are inputs here, not derived.

## Expansion in the amplitude

Write $u=1+e\cos Qx$. Then $K=K_0u^{1/3}$, $n'=-n_0eQ\sin Qx$ and $n''=-n_0eQ^2\cos Qx$, which give

$$p=h^2e^2\sin^2(Qx)\,u^{-8/3},\qquad q=-h^2e\cos(Qx)\,u^{-5/3}.$$

Since $nK=n_0K_0u^{4/3}$, the energy density is $-\frac{3K_0n_0}{4\pi}$ times

$$\begin{aligned}&u^{4/3}+\mu h^2e^2\sin^2(Qx)\,u^{-4/3}+ah^4e^2\cos^2(Qx)\,u^{-2}\\&-bh^4e^3\sin^2(Qx)\cos(Qx)\,u^{-3}+ch^4e^4\sin^4(Qx)\,u^{-4}.\end{aligned}$$

Now average and differentiate twice at $e=0$. Both $\sin^2$ and $\cos^2$ average to $1/2$. The first term gives $\frac43\cdot\frac13\cdot\frac12=\frac29$, the second $2\mu h^2\cdot\frac12=\mu h^2$, and the third $ah^4$. The last two are of order $e^3$ and $e^4$ and give nothing. Hence

$$E''(0)=-\frac{3K_0n_0}{4\pi}\cdot\frac29\Bigl(1+\frac{9\mu}2h^2+\frac{9a}2h^4\Bigr),$$

and $K_0^3=3\pi^2n_0$ turns the prefactor into $-\pi n_0^2/2K_0^2$.

Equating coefficients, $9\mu/2=5/9$ and $9a/2=73/225$, so $\mu=10/81$ and $a=146/2025$.

A factor of two is easily lost here. The $e^2$ coefficient of the averaged $u^{4/3}$ is $1/9$, while its second derivative is $2/9$. Combining the latter with the bare $e^2$ coefficient $\mu h^2/2$ of the gradient term would give $\mu=20/81$.

## What the two theorems say

`energy_second_deriv` states that `energy` is differentiable in $e$ whenever $|e|<1$, and that its derivative has the stated derivative at $e=0$. `matching_iff` states that, for fixed $n_0>0$, the second derivative has the target form for every $Q>0$ exactly when `mu` and `a` take the two values above.

In the definitions, `kF` is $K$, `pRed` and `qRed` are built from actual derivatives of an arbitrary profile, and `energy` is an integral over $[0,2\pi/Q]$ divided by the period. The numbers `b` and `c` are arbitrary, and this response leaves them undetermined.

Both theorems concern the second-order response to a single cosine, with the energy density in the form given above. Terms of third or higher order in $p$ and $q$ would not change this response, since they are at least of order $e^3$.

The energy density could also have carried a linear term $\nu q$. Integration by parts over a period turns it into $\frac{\nu}{3}p$, so the matching would still fix $a$, but of $\mu$ and $\nu$ it would fix only the combination $\mu+\nu/3=10/81$.

## The Lean file

```lean
import Mathlib

open Real Filter Topology

namespace ExchangeGradientExpansion

noncomputable section

/-- Local Fermi wave vector of a density `n`. -/
def kF (n : ℝ) : ℝ := (3 * π ^ 2 * n) ^ (1 / 3 : ℝ)

/-- Reduced squared gradient `p` of a density profile. -/
def pRed (n : ℝ → ℝ) (x : ℝ) : ℝ := (deriv n x) ^ 2 / (4 * kF (n x) ^ 2 * n x ^ 2)

/-- Reduced Laplacian `q` of a density profile. -/
def qRed (n : ℝ → ℝ) (x : ℝ) : ℝ := deriv (deriv n) x / (4 * kF (n x) ^ 2 * n x)

/-- Exchange energy density of the fourth-order gradient expansion. -/
def exDensity (mu a b c : ℝ) (n : ℝ → ℝ) (x : ℝ) : ℝ :=
  -(3 * kF (n x) / (4 * π)) * n x *
    (1 + mu * pRed n x + a * qRed n x ^ 2 + b * pRed n x * qRed n x + c * pRed n x ^ 2)

/-- Uniform density `n0` modulated by a cosine of relative amplitude `e`. -/
def wave (n0 Q e x : ℝ) : ℝ := n0 * (1 + e * cos (Q * x))

/-- Exchange energy of the density wave, averaged over one period. -/
def energy (mu a b c n0 Q e : ℝ) : ℝ :=
  Q / (2 * π) * ∫ x in (0 : ℝ)..(2 * π / Q), exDensity mu a b c (wave n0 Q e) x

/-- Period average of a weight `g` times the `r`-th power of the relative density. -/
def moment (Q r : ℝ) (g : ℝ → ℝ) (e : ℝ) : ℝ :=
  Q / (2 * π) * ∫ x in (0 : ℝ)..(2 * π / Q), g x * (1 + e * cos (Q * x)) ^ r

/-- `f` is differentiable for amplitudes below one, with first and second derivatives
`d` and `s` at zero amplitude. -/
def HasResponse (f : ℝ → ℝ) (d s : ℝ) : Prop :=
  ∃ f1 : ℝ → ℝ, (∀ e, |e| < 1 → HasDerivAt f (f1 e) e) ∧ f1 0 = d ∧ HasDerivAt f1 s 0

/-- The relative density stays between `1 - |e|` and `1 + |e|`. -/
theorem amp_bounds (e y : ℝ) : 1 - |e| ≤ 1 + e * cos y ∧ 1 + e * cos y ≤ 1 + |e| := by
  have h : |e * cos y| ≤ |e| := by
    rw [abs_mul]
    exact mul_le_of_le_one_right (abs_nonneg _) (Real.abs_cos_le_one y)
  have h' := abs_le.mp h
  constructor <;> linarith [h'.1, h'.2]

/-- First and second spatial derivatives of the density wave. -/
theorem wave_deriv (n0 Q e x : ℝ) :
    deriv (wave n0 Q e) x = -(n0 * e * Q) * sin (Q * x) ∧
    deriv (deriv (wave n0 Q e)) x = -(n0 * e * Q ^ 2) * cos (Q * x) := by
  have hl : ∀ y : ℝ, HasDerivAt (fun y : ℝ => Q * y) Q y := fun y =>
    ((hasDerivAt_id' y).const_mul Q).congr_deriv (mul_one Q)
  have h : ∀ y, HasDerivAt (wave n0 Q e) (-(n0 * e * Q) * sin (Q * y)) y := fun y =>
    ((((hl y).cos.const_mul e).const_add 1).const_mul n0).congr_deriv (by ring)
  have h' : deriv (wave n0 Q e) = fun y => -(n0 * e * Q) * sin (Q * y) :=
    funext fun y => (h y).deriv
  refine ⟨(h x).deriv, ?_⟩
  rw [h']
  exact (((hl x).sin.const_mul (-(n0 * e * Q))).congr_deriv (by ring)).deriv

/-- Exchange energy density of the wave, sorted by powers of the amplitude and of the
relative density. -/
theorem exDensity_wave (mu a b c : ℝ) {n0 Q e : ℝ} (hn : 0 < n0) (he : |e| < 1) (x : ℝ) :
    exDensity mu a b c (wave n0 Q e) x = -(3 * kF n0 * n0 / (4 * π)) *
      (1 * (1 + e * cos (Q * x)) ^ (4 / 3 : ℝ)
      + (mu * (Q / (2 * kF n0)) ^ 2 * e ^ 2) *
          (sin (Q * x) ^ 2 * (1 + e * cos (Q * x)) ^ (-(4 / 3) : ℝ))
      + (a * (Q / (2 * kF n0)) ^ 4 * e ^ 2) *
          (cos (Q * x) ^ 2 * (1 + e * cos (Q * x)) ^ (-2 : ℝ))
      + (-(b * (Q / (2 * kF n0)) ^ 4) * e ^ 3) *
          (sin (Q * x) ^ 2 * cos (Q * x) * (1 + e * cos (Q * x)) ^ (-3 : ℝ))
      + (c * (Q / (2 * kF n0)) ^ 4 * e ^ 4) *
          (sin (Q * x) ^ 4 * (1 + e * cos (Q * x)) ^ (-4 : ℝ))) := by
  have hu : 0 < 1 + e * cos (Q * x) := by linarith [(amp_bounds e (Q * x)).1]
  obtain ⟨d1, d2⟩ := wave_deriv n0 Q e x
  have hw : wave n0 Q e x = n0 * (1 + e * cos (Q * x)) := rfl
  unfold exDensity pRed qRed
  rw [d1, d2, hw]
  clear d1 d2 hw
  generalize 1 + e * cos (Q * x) = u at hu ⊢
  -- all powers become integer powers of the cube root t of the relative density
  obtain ⟨t, ht, rfl⟩ : ∃ t : ℝ, 0 < t ∧ t ^ 3 = u := by
    refine ⟨u ^ (1 / 3 : ℝ), Real.rpow_pos_of_pos hu _, ?_⟩
    rw [← Real.rpow_natCast, ← Real.rpow_mul hu.le]
    norm_num
  have hp : ∀ (k : ℕ) (r : ℝ), r = k / 3 → (t ^ 3) ^ r = t ^ k := by
    intro k r h
    rw [← Real.rpow_natCast t 3, ← Real.rpow_mul ht.le, h, ← Real.rpow_natCast t k]
    congr 1
    push_cast
    ring
  have hm : ∀ (k : ℕ) (r : ℝ), r = -(k / 3) → (t ^ 3) ^ r = (t ^ k)⁻¹ := by
    intro k r h
    rw [h, Real.rpow_neg hu.le, hp k _ rfl]
  have hk : kF (n0 * t ^ 3) = kF n0 * t := by
    unfold kF
    rw [← mul_assoc, Real.mul_rpow (by positivity) hu.le, hp 1 (1 / 3) (by norm_num), pow_one]
  have hK : 0 < kF n0 := Real.rpow_pos_of_pos (by positivity) _
  rw [hk, hp 4 (4 / 3) (by norm_num), hm 4 (-(4 / 3)) (by norm_num), hm 6 (-2) (by norm_num),
    hm 9 (-3) (by norm_num), hm 12 (-4) (by norm_num)]
  generalize kF n0 = K at hK ⊢
  field_simp
  ring

/-- The weighted powers of the relative density are continuous in space. -/
theorem weight_continuous {Q e : ℝ} {g : ℝ → ℝ} (hg : Continuous g) (he : |e| < 1) (r : ℝ) :
    Continuous fun x => g x * (1 + e * cos (Q * x)) ^ r :=
  hg.mul (Continuous.rpow_const (by fun_prop) fun x =>
    Or.inl (by linarith [(amp_bounds e (Q * x)).1] : 0 < 1 + e * cos (Q * x)).ne')

/-- Differentiating a moment in the amplitude brings down the factor `r`, lowers the power by one
and multiplies the weight by a cosine. -/
theorem moment_hasDerivAt {Q r e : ℝ} {g : ℝ → ℝ} (hg : Continuous g) (he : |e| < 1) :
    HasDerivAt (moment Q r g) (r * moment Q (r - 1) (fun x => g x * cos (Q * x)) e) e := by
  obtain ⟨ρ, h1, h2⟩ := exists_between he
  have hb : ∀ y, |y| < ρ → ∀ x, 1 + y * cos (Q * x) ∈ Set.Icc (1 - ρ) 2 := fun y hy x => by
    have h := amp_bounds y (Q * x)
    constructor <;> linarith [h.1, h.2]
  -- a uniform bound on the power, by compactness
  obtain ⟨C, hC⟩ := (isCompact_Icc : IsCompact (Set.Icc (1 - ρ) 2)).exists_bound_of_continuousOn
    (f := fun u : ℝ => u ^ (r - 1)) (fun u hu => (Real.continuousAt_rpow_const u (r - 1)
      (Or.inl (by linarith [hu.1] : 0 < u).ne')).continuousWithinAt)
  have hs : {y : ℝ | |y| < ρ} ∈ 𝓝 e := (isOpen_lt continuous_abs continuous_const).mem_nhds h1
  have hc : Continuous fun x => g x * cos (Q * x) := by fun_prop
  have key := intervalIntegral.hasDerivAt_integral_of_dominated_loc_of_deriv_le
    (μ := MeasureTheory.volume) (a := 0) (b := 2 * π / Q)
    (F := fun y x => g x * (1 + y * cos (Q * x)) ^ r)
    (F' := fun y x => r * (g x * cos (Q * x) * (1 + y * cos (Q * x)) ^ (r - 1)))
    (bound := fun x => |r| * (|g x| * C)) hs
    (Filter.eventually_of_mem hs fun y hy =>
      (weight_continuous hg (lt_trans hy h2) r).aestronglyMeasurable)
    ((weight_continuous hg he r).intervalIntegrable _ _)
    (continuous_const.mul (weight_continuous hc he (r - 1))).aestronglyMeasurable
    (Eventually.of_forall fun x _ y hy => by
      have hw := hC _ (hb y hy x)
      simp only [Real.norm_eq_abs] at hw ⊢
      rw [abs_mul, abs_mul, abs_mul]
      exact mul_le_mul_of_nonneg_left (mul_le_mul
        (mul_le_of_le_one_right (abs_nonneg _) (Real.abs_cos_le_one _)) hw
        (abs_nonneg _) (abs_nonneg _)) (abs_nonneg _))
    ((by fun_prop : Continuous fun x => |r| * (|g x| * C)).intervalIntegrable _ _)
    (Eventually.of_forall fun x _ y hy => by
      have hpos : 0 < 1 + y * cos (Q * x) := by linarith [(hb y hy x).1]
      exact (((((hasDerivAt_id' y).mul_const (cos (Q * x))).const_add 1).rpow_const
        (p := r) (Or.inl hpos.ne')).const_mul (g x)).congr_deriv (by ring))
  exact (key.2.const_mul (Q / (2 * π))).congr_deriv (by
    simp only [moment, intervalIntegral.integral_const_mul]
    ring)

/-- At zero amplitude a moment is the average of its weight over one full angle. -/
theorem moment_zero {Q : ℝ} (hQ : 0 < Q) (r : ℝ) (f : ℝ → ℝ) :
    moment Q r (fun x => f (Q * x)) 0 = (2 * π)⁻¹ * ∫ y in (0 : ℝ)..(2 * π), f y := by
  have h : Q * (2 * π / Q) = 2 * π := by field_simp
  simp only [moment, zero_mul, add_zero, Real.one_rpow, mul_one]
  rw [intervalIntegral.integral_comp_mul_left f hQ.ne', mul_zero, h, smul_eq_mul]
  field_simp

/-- The averaged exchange energy as a combination of moments. -/
theorem energy_eq (mu a b c : ℝ) {n0 Q e : ℝ} (hn : 0 < n0) (he : |e| < 1) :
    energy mu a b c n0 Q e = -(3 * kF n0 * n0 / (4 * π)) *
      (moment Q (4 / 3) (fun _ => 1) e
      + (mu * (Q / (2 * kF n0)) ^ 2) *
          (e * (e * moment Q (-(4 / 3)) (fun x => sin (Q * x) ^ 2) e))
      + (a * (Q / (2 * kF n0)) ^ 4) * (e * (e * moment Q (-2) (fun x => cos (Q * x) ^ 2) e))
      + (-(b * (Q / (2 * kF n0)) ^ 4)) *
          (e * (e * (e * moment Q (-3) (fun x => sin (Q * x) ^ 2 * cos (Q * x)) e)))
      + (c * (Q / (2 * kF n0)) ^ 4) *
          (e * (e * (e * (e * moment Q (-4) (fun x => sin (Q * x) ^ 4) e))))) := by
  have split : ∀ {f1 f2 f3 f4 f5 : ℝ → ℝ}, Continuous f1 → Continuous f2 → Continuous f3 →
      Continuous f4 → Continuous f5 → ∀ k2 k3 k4 k5 L : ℝ,
      ∫ x in (0 : ℝ)..L, (f1 x + k2 * f2 x + k3 * f3 x + k4 * f4 x + k5 * f5 x) =
        (∫ x in (0 : ℝ)..L, f1 x) + k2 * (∫ x in (0 : ℝ)..L, f2 x)
        + k3 * (∫ x in (0 : ℝ)..L, f3 x) + k4 * (∫ x in (0 : ℝ)..L, f4 x)
        + k5 * (∫ x in (0 : ℝ)..L, f5 x) := by
    intro f1 f2 f3 f4 f5 h1 h2 h3 h4 h5 k2 k3 k4 k5 L
    rw [intervalIntegral.integral_add, intervalIntegral.integral_add,
      intervalIntegral.integral_add, intervalIntegral.integral_add,
      intervalIntegral.integral_const_mul, intervalIntegral.integral_const_mul,
      intervalIntegral.integral_const_mul, intervalIntegral.integral_const_mul]
    all_goals exact Continuous.intervalIntegrable (by fun_prop) _ _
  simp only [energy, moment, exDensity_wave mu a b c hn he, intervalIntegral.integral_const_mul]
  rw [split (weight_continuous (g := fun _ => 1) (by fun_prop) he _)
    (weight_continuous (g := fun x => sin (Q * x) ^ 2) (by fun_prop) he _)
    (weight_continuous (g := fun x => cos (Q * x) ^ 2) (by fun_prop) he _)
    (weight_continuous (g := fun x => sin (Q * x) ^ 2 * cos (Q * x)) (by fun_prop) he _)
    (weight_continuous (g := fun x => sin (Q * x) ^ 4) (by fun_prop) he _)]
  ring

/-- If `f` has value `f 0` and first derivative `d` at zero amplitude, then `e * f e` has first
derivative `f 0` and second derivative `2 * d` there. -/
theorem HasResponse.amp_mul {f : ℝ → ℝ} {d s : ℝ} (hf : HasResponse f d s) :
    HasResponse (fun e => e * f e) (f 0) (2 * d) := by
  obtain ⟨f1, h, rfl, h'⟩ := hf
  exact ⟨fun e => f e + e * f1 e,
    fun e he => ((hasDerivAt_id' e).fun_mul (h e he)).congr_deriv (by ring), by simp,
    ((h 0 (by simp)).fun_add ((hasDerivAt_id' (0 : ℝ)).fun_mul h')).congr_deriv (by ring)⟩

/-- The averaged exchange energy is differentiable for amplitudes below one, and its second
derivative at zero amplitude depends on `mu` and `a` but not on `b` and `c`. -/
theorem energy_second_deriv (mu a b c : ℝ) {n0 Q : ℝ} (hn : 0 < n0) (hQ : 0 < Q) :
    (∀ e, |e| < 1 → DifferentiableAt ℝ (energy mu a b c n0 Q) e) ∧
    HasDerivAt (deriv (energy mu a b c n0 Q))
      (-(π * n0 ^ 2 / (2 * kF n0 ^ 2)) * (1 + 9 * mu / 2 * (Q / (2 * kF n0)) ^ 2
        + 9 * a / 2 * (Q / (2 * kF n0)) ^ 4)) 0 := by
  have hm : ∀ (r : ℝ) (g : ℝ → ℝ), Continuous g → HasResponse (moment Q r g)
      (r * moment Q (r - 1) (fun x => g x * cos (Q * x)) 0)
      (r * ((r - 1) * moment Q (r - 1 - 1) (fun x => g x * cos (Q * x) * cos (Q * x)) 0)) :=
    fun r g hg => ⟨fun e => r * moment Q (r - 1) (fun x => g x * cos (Q * x)) e,
      fun e he => moment_hasDerivAt hg he, rfl,
      (moment_hasDerivAt (by fun_prop) (by simp)).const_mul r⟩
  have hadd : ∀ {f g : ℝ → ℝ} {d s d' s' : ℝ}, HasResponse f d s → HasResponse g d' s' →
      ∀ k : ℝ, HasResponse (fun e => f e + k * g e) (d + k * d') (s + k * s') := by
    rintro f g d s d' s' ⟨f1, h, rfl, h'⟩ ⟨g1, i, rfl, i'⟩ k
    exact ⟨fun e => f1 e + k * g1 e, fun e he => (h e he).fun_add ((i e he).const_mul k), rfl,
      h'.fun_add (i'.const_mul k)⟩
  obtain ⟨f1, h1, -, h2⟩ := hadd (hadd (hadd (hadd (hm (4 / 3) (fun _ => 1) (by fun_prop))
    (hm (-(4 / 3)) (fun x => sin (Q * x) ^ 2) (by fun_prop)).amp_mul.amp_mul
      (mu * (Q / (2 * kF n0)) ^ 2))
    (hm (-2) (fun x => cos (Q * x) ^ 2) (by fun_prop)).amp_mul.amp_mul
      (a * (Q / (2 * kF n0)) ^ 4))
    (hm (-3) (fun x => sin (Q * x) ^ 2 * cos (Q * x)) (by fun_prop)).amp_mul.amp_mul.amp_mul
      (-(b * (Q / (2 * kF n0)) ^ 4)))
    (hm (-4) (fun x => sin (Q * x) ^ 4) (by fun_prop)).amp_mul.amp_mul.amp_mul.amp_mul
      (c * (Q / (2 * kF n0)) ^ 4)
  have nb : ∀ e : ℝ, |e| < 1 → {y : ℝ | |y| < 1} ∈ 𝓝 e := fun e he =>
    (isOpen_lt continuous_abs continuous_const).mem_nhds he
  have hE : ∀ e, |e| < 1 → HasDerivAt (energy mu a b c n0 Q)
      (-(3 * kF n0 * n0 / (4 * π)) * f1 e) e := fun e he =>
    ((h1 e he).const_mul _).congr_of_eventuallyEq
      (Filter.eventually_of_mem (nb e he) fun y hy => energy_eq mu a b c hn hy)
  refine ⟨fun e he => (hE e he).differentiableAt, ?_⟩
  refine ((h2.const_mul (-(3 * kF n0 * n0 / (4 * π)))).congr_of_eventuallyEq
    (Filter.eventually_of_mem (nb 0 (by simp)) fun y hy => (hE y hy).deriv)).congr_deriv ?_
  -- the squares of sine and cosine average to one half
  have hpi := Real.pi_ne_zero
  have m3 : ∀ r, moment Q r (fun x => cos (Q * x) ^ 2) 0 = 1 / 2 := fun r =>
    (moment_zero hQ r (fun y => cos y ^ 2)).trans (by
      simp only [integral_cos_sq, Real.sin_two_pi, Real.sin_zero, mul_zero, sub_zero, zero_add]
      field_simp)
  have m2 : ∀ r, moment Q r (fun x => sin (Q * x) ^ 2) 0 = 1 / 2 := fun r =>
    (moment_zero hQ r (fun y => sin y ^ 2)).trans (by
      simp only [integral_sin_sq, Real.sin_two_pi, Real.sin_zero, zero_mul, sub_zero, zero_add]
      field_simp)
  have m1 : ∀ r, moment Q r (fun x => 1 * cos (Q * x) * cos (Q * x)) 0 = 1 / 2 := fun r => by
    have hw : (fun x => 1 * cos (Q * x) * cos (Q * x)) = fun x => cos (Q * x) ^ 2 :=
      funext fun x => by ring
    rw [hw]
    exact m3 r
  -- the Fermi wave vector fixes the prefactor
  have hK : 0 < kF n0 := Real.rpow_pos_of_pos (by positivity) _
  have hK3 : kF n0 ^ 3 = 3 * π ^ 2 * n0 := by
    unfold kF
    rw [← Real.rpow_natCast, ← Real.rpow_mul (by positivity)]
    norm_num
  have hpre : ∀ K : ℝ, 0 < K → K ^ 3 = 3 * π ^ 2 * n0 →
      3 * K * n0 / (4 * π) * (2 / 9) = π * n0 ^ 2 / (2 * K ^ 2) := by
    intro K hK h
    have h0 : n0 = K ^ 3 / (3 * π ^ 2) := by
      rw [eq_div_iff (by positivity)]
      linarith
    rw [h0]
    field_simp
    norm_num
  simp only [m1, m2, m3]
  linear_combination (-(1 + 9 * mu / 2 * (Q / (2 * kF n0)) ^ 2
    + 9 * a / 2 * (Q / (2 * kF n0)) ^ 4)) * hpre _ hK hK3

/-- The second derivative has the relative coefficients `5/9` and `73/225` at every wave vector
exactly when `mu = 10/81` and `a = 146/2025`. -/
theorem matching_iff (mu a b c : ℝ) {n0 : ℝ} (hn : 0 < n0) :
    (∀ Q, 0 < Q → HasDerivAt (deriv (energy mu a b c n0 Q))
      (-(π * n0 ^ 2 / (2 * kF n0 ^ 2)) * (1 + 5 / 9 * (Q / (2 * kF n0)) ^ 2
        + 73 / 225 * (Q / (2 * kF n0)) ^ 4)) 0) ↔ mu = 10 / 81 ∧ a = 146 / 2025 := by
  have hK : 0 < kF n0 := Real.rpow_pos_of_pos (by positivity) _
  constructor
  · intro h
    have hA : -(π * n0 ^ 2 / (2 * kF n0 ^ 2)) ≠ 0 := neg_ne_zero.mpr (by positivity)
    -- compare at the reduced wave vectors 1 and 2
    have e : ∀ t : ℝ, 0 < t → 1 + 5 / 9 * t ^ 2 + 73 / 225 * t ^ 4 =
        1 + 9 * mu / 2 * t ^ 2 + 9 * a / 2 * t ^ 4 := by
      intro t ht
      have hQ : 0 < t * (2 * kF n0) := by positivity
      have hu := mul_left_cancel₀ hA
        ((h _ hQ).unique (energy_second_deriv mu a b c hn hQ).2)
      rwa [mul_div_cancel_right₀ t (by positivity : 2 * kF n0 ≠ 0)] at hu
    have e1 := e 1 (by norm_num)
    have e2 := e 2 (by norm_num)
    constructor <;> linarith
  · rintro ⟨rfl, rfl⟩ Q hQ
    exact (energy_second_deriv _ _ b c hn hQ).2.congr_deriv (by ring)

end

end ExchangeGradientExpansion
```

```lean
#print axioms ExchangeGradientExpansion.exDensity_wave
-- 'ExchangeGradientExpansion.exDensity_wave' depends on axioms: [propext, Classical.choice, Quot.sound]
#print axioms ExchangeGradientExpansion.matching_iff
-- 'ExchangeGradientExpansion.matching_iff' depends on axioms: [propext, Classical.choice, Quot.sound]
```

## How the proof follows the expansion

`wave_deriv` computes $n'$ and $n''$, and `amp_bounds` keeps $u$ positive. `exDensity_wave` is the sorted energy density above; it writes $u=t^3$, so that the fractional powers become integer powers of $t$ and `field_simp` and `ring` can finish.

A `moment` is the period average of a weight times $u^r$. `moment_hasDerivAt` differentiates it under the integral: the factor $r$ comes down, the power drops by one and the weight is multiplied by a cosine. The required uniform bound comes from compactness, since $u$ stays in an interval away from zero; `weight_continuous` supplies integrability. `energy_eq` then writes $E$ as a combination of moments multiplied by powers of $e$.

`HasResponse` records the first two derivatives at $e=0$. By `HasResponse.amp_mul`, multiplying $f$ by $e$ gives first derivative $f(0)$ and second derivative $2f'(0)$. Two applications leave $2f(0)$ as the second derivative; three or four leave zero, which removes `b` and `c`.

`energy_second_deriv` assembles these responses, evaluates the averages through `moment_zero`, and uses $K_0^3=3\pi^2n_0$ for the prefactor.

For the forward direction of `matching_iff`, uniqueness of the derivative equates the two polynomials at $h=1$ and $h=2$, and the two linear equations determine `mu` and `a`. The converse is substitution.
